# The error of one split-operator step for a projector density matrix is at most t²‖AB − BA‖/2

Independent electrons move under a one-particle Hamiltonian A + B, with A the kinetic energy and B the potential. Each part is easy to exponentiate alone, so a simulation can replace exp(−i(A+B)t) by exp(−iAt) exp(−iBt), with ħ = 1. After one such step, how far is the density matrix of the occupied orbitals, initially P, from its exactly evolved value?

For fixed, bounded Hermitian A and B and an orthogonal projector P, the split and exact results differ in operator norm by at most t²‖[A,B]‖/2, where [A,B] = AB − BA. This is the first-order splitting. The symmetric step exp(−iBt/2) exp(−iAt) exp(−iBt/2), often also called split-operator, has a one-step error of order t³ for such A and B and is not treated here.

On a grid, with A kinetic and B local, the step multiplies each occupied orbital by exp(−iB(x)t), Fourier transforms it, multiplies by exp(−ik²t/2) in atomic units, and transforms back. P, the sum of |φ⟩⟨φ| over the orthonormal occupied orbitals φ, with one electron in each, need not be stored. For given A and B, the bound does not depend on the number of electrons.

## The error as a driven commutator

Let t ≥ 0 and write

U = exp(−iAt) exp(−iBt), V = exp(−i(A+B)t), σ = UPU*, B_t = exp(−iAt) B exp(iAt).

Differentiating U gives U′ = −i(A + B_t)U, and therefore

σ′ = −i[A + B_t, σ].

The split state thus obeys a von Neumann equation with B_t in place of B. Since

B_t′ = exp(−iAt)(−i[A,B])exp(iAt)

has norm at most ‖[A,B]‖, and B_0 = B, we have ‖B − B_t‖ ≤ t‖[A,B]‖.

In the frame of the exact evolution the error is D = V*σV − P. It vanishes at t = 0, and

D′ = V*(i[A+B, σ] − i[A+B_t, σ])V = iV*[B − B_t, σ]V.

A multiple μ of the identity commutes with everything, so σ may be replaced by σ − μ = U(P − μ)U*. Hence

‖D′‖ ≤ 2‖B − B_t‖‖σ − μ‖ ≤ 2t‖[A,B]‖‖P − μ‖,

and integration gives ‖D‖ ≤ t²‖[A,B]‖‖P − μ‖. Because V is unitary, ‖D‖ = ‖σ − VPV*‖.

For a projector, (2P − 1)² = 1 with 2P − 1 Hermitian, so ‖2P − 1‖ ≤ 1 and ‖P − 1/2‖ ≤ 1/2. Choosing μ = 1/2 gives the claim. For negative t, reverse the signs of A, B and t together.

## Propagators and states in Lean

Operators are elements of a type `𝓐`, and `star` is the adjoint.

```lean
import Mathlib

open Complex (I)

namespace SplitOperatorDensity

noncomputable section

section Definitions

variable {𝓐 : Type*} [NormedRing 𝓐] [NormedAlgebra ℂ 𝓐] [StarRing 𝓐]

/-- The propagator `exp(-iHt)` of a Hamiltonian `H`. -/
def propagator (H : 𝓐) (t : ℝ) : 𝓐 := NormedSpace.exp ((-(I * (t : ℂ))) • H)

/-- The density matrix `U ρ U*` obtained from `ρ` by the propagator `U`. -/
def evolve (U ρ : 𝓐) : 𝓐 := U * ρ * star U

/-- The split-operator propagator `exp(-iAt) exp(-iBt)`. -/
def splitPropagator (A B : 𝓐) (t : ℝ) : 𝓐 := propagator A t * propagator B t
```

`evolve U ρ` is UρU*. Applied to B in the next definition it gives B_t, whose time direction is opposite to that of the Heisenberg picture.

```lean
/-- The time-dependent Hamiltonian `A + exp(-iAt) B exp(-iAt)*`. -/
def splitHamiltonian (A B : 𝓐) (t : ℝ) : 𝓐 := A + evolve (propagator A t) B

end Definitions
```

## Commutator identities

The next three lemmas are the product-rule calculations for B_t′, σ′ and D′, with the exponentials replaced by letters that satisfy the needed relations.

```lean
section Algebra

variable {R : Type*} [Ring R] [Algebra ℂ R]

private lemma drift_algebra {A B a a' : R} (h : A * a = a * A) :
    ((-I) • (A * a)) * B * a' + a * B * (I • (A * a')) =
      a * ((-I) • (A * B - B * A)) * a' := by
  rw [h]
  simp only [smul_mul_assoc, mul_smul_comm, mul_sub, sub_mul, mul_assoc]
  module

private lemma split_algebra {A B a a' b b' ρ : R} (h : a' * a = 1)
    (hA : A * a' = a' * A) (hB : B * b' = b' * B) :
    (((-I) • (A * a)) * b + a * ((-I) • (B * b))) * ρ * (b' * a') +
      a * b * ρ * ((I • (B * b')) * a' + b' * (I • (A * a'))) =
    (-I) • ((A + a * B * a') * (a * b * ρ * (b' * a')) -
      a * b * ρ * (b' * a') * (A + a * B * a')) := by
  have h' : ∀ x, a' * (a * x) = x := fun x => by rw [← mul_assoc, h, one_mul]
  have hB' : ∀ x, B * (b' * x) = b' * (B * x) := fun x => by
    rw [← mul_assoc, hB, mul_assoc]
  simp only [smul_mul_assoc, mul_smul_comm, add_mul, mul_add, mul_assoc, h', hA, hB']
  module

private lemma frame_algebra {A B B' u u' σ : R} (h : (A + B) * u' = u' * (A + B)) :
    ((I • ((A + B) * u')) * σ + u' * ((-I) • ((A + B') * σ - σ * (A + B')))) * u +
      u' * σ * ((-I) • ((A + B) * u)) =
    I • (u' * ((B - B') * σ - σ * (B - B')) * u) := by
  rw [h]
  simp only [smul_mul_assoc, mul_smul_comm, mul_add, add_mul, mul_sub, sub_mul, mul_assoc]
  module

end Algebra
```

The shift by μ enters here:

```lean
section Exponential

variable {𝓐 : Type*} [NormedRing 𝓐] [NormedAlgebra ℂ 𝓐]

private lemma norm_commutator (K σ : 𝓐) (μ : ℂ) :
    ‖K * σ - σ * K‖ ≤ 2 * ‖K‖ * ‖σ - μ • (1 : 𝓐)‖ := by
  have e : K * σ - σ * K = K * (σ - μ • (1 : 𝓐)) - (σ - μ • (1 : 𝓐)) * K := by
    simp only [mul_sub, sub_mul, mul_smul_comm, smul_mul_assoc, mul_one, one_mul]
    abel
  rw [e]
  have h1 := norm_sub_le (K * (σ - μ • (1 : 𝓐))) ((σ - μ • (1 : 𝓐)) * K)
  have h2 := norm_mul_le K (σ - μ • (1 : 𝓐))
  have h3 := norm_mul_le (σ - μ • (1 : 𝓐)) K
  linarith
```

## Derivatives and unitarity

The propagator commutes with its Hamiltonian, is inverted by reversing t, and has the expected derivatives.

```lean
private lemma propagator_zero (H : 𝓐) : propagator H 0 = 1 := by
  simp [propagator, NormedSpace.exp_zero]

private lemma propagator_neg (H : 𝓐) (t : ℝ) : propagator (-H) t = propagator H (-t) := by
  simp [propagator]

private lemma comm (H : 𝓐) (t : ℝ) : H * propagator H t = propagator H t * H := by
  let : NormedAlgebra ℚ 𝓐 := .restrictScalars ℚ ℂ 𝓐
  exact (((Commute.refl H).smul_right (-(I * (t : ℂ)))).exp_right).eq

variable [CompleteSpace 𝓐]

private lemma mul_back (H : 𝓐) (t : ℝ) : propagator H t * propagator H (-t) = 1 := by
  let : NormedAlgebra ℚ 𝓐 := .restrictScalars ℚ ℂ 𝓐
  have hc : Commute ((-(I * (t : ℂ))) • H) ((-(I * ((-t : ℝ) : ℂ))) • H) :=
    ((Commute.refl H).smul_left _).smul_right _
  have e : -(I * (t : ℂ)) + -(I * ((-t : ℝ) : ℂ)) = 0 := by push_cast; ring
  simp only [propagator]
  rw [← NormedSpace.exp_add_of_commute hc, ← add_smul, e, zero_smul, NormedSpace.exp_zero]

private lemma back_mul (H : 𝓐) (t : ℝ) : propagator H (-t) * propagator H t = 1 := by
  have h := mul_back H (-t)
  rwa [neg_neg] at h

private lemma deriv_fwd (H : 𝓐) (t : ℝ) :
    HasDerivAt (fun s : ℝ => propagator H s) ((-I) • (H * propagator H t)) t := by
  have e : ∀ s : ℝ, propagator H s = NormedSpace.exp (s • ((-I) • H)) := by
    intro s
    have e' : -(I * (s : ℂ)) = (s : ℂ) * (-I) := by ring
    rw [propagator, e', mul_smul, Complex.coe_smul]
  have hF : (fun s : ℝ => propagator H s) =
      fun s : ℝ => NormedSpace.exp (s • ((-I) • H)) := funext e
  rw [hF, e t, ← smul_mul_assoc]
  exact hasDerivAt_exp_smul_const' ((-I) • H) t

private lemma deriv_back (H : 𝓐) (t : ℝ) :
    HasDerivAt (fun s : ℝ => propagator H (-s)) (I • (H * propagator H (-t))) t := by
  have h := deriv_fwd (-H) t
  simp only [propagator_neg] at h
  exact h.congr_deriv (by simp)

end Exponential
```

The C*-identity ‖u*u‖ = ‖u‖², supplied by `CStarRing`, shows that unitaries have norm at most 1. Conjugation by them therefore does not increase norms, and `norm_shift` applies this to ρ − μ.

```lean
variable {𝓐 : Type*} [NormedRing 𝓐]

private lemma norm_sandwich {u v : 𝓐} (hu : ‖u‖ ≤ 1) (hv : ‖v‖ ≤ 1) (x : 𝓐) :
    ‖u * x * v‖ ≤ ‖x‖ := by
  calc ‖u * x * v‖ ≤ ‖u * x‖ * ‖v‖ := norm_mul_le _ _
    _ ≤ (‖u‖ * ‖x‖) * ‖v‖ := by gcongr; exact norm_mul_le _ _
    _ ≤ (1 * ‖x‖) * 1 := by gcongr
    _ = ‖x‖ := by ring

variable [StarRing 𝓐] [CStarRing 𝓐]

private lemma norm_le_one {u : 𝓐} (h : star u * u = 1) : ‖u‖ ≤ 1 := by
  have h1 : ‖star (1 : 𝓐) * 1‖ = ‖(1 : 𝓐)‖ * ‖(1 : 𝓐)‖ := CStarRing.norm_star_mul_self
  have h2 : ‖star u * u‖ = ‖u‖ * ‖u‖ := CStarRing.norm_star_mul_self
  rw [star_one, one_mul] at h1
  rw [h] at h2
  have ho : ‖(1 : 𝓐)‖ ≤ 1 := by nlinarith
  nlinarith

private lemma norm_evolve {u : 𝓐} (hu : ‖u‖ ≤ 1) (x : 𝓐) : ‖evolve u x‖ ≤ ‖x‖ :=
  norm_sandwich hu (by rwa [norm_star]) x

variable [NormedAlgebra ℂ 𝓐]

private lemma norm_shift {u : 𝓐} (hu : ‖u‖ ≤ 1) (h : u * star u = 1) (ρ : 𝓐) (μ : ℂ) :
    ‖evolve u ρ - μ • (1 : 𝓐)‖ ≤ ‖ρ - μ • (1 : 𝓐)‖ := by
  have e : evolve u ρ - μ • (1 : 𝓐) = evolve u (ρ - μ • (1 : 𝓐)) := by
    simp only [evolve, mul_sub, sub_mul, mul_smul_comm, smul_mul_assoc, mul_one, h]
  rw [e]
  exact norm_evolve hu _

variable [StarModule ℂ 𝓐]

private lemma star_propagator {H : 𝓐} (hH : IsSelfAdjoint H) (t : ℝ) :
    star (propagator H t) = propagator H (-t) := by
  let : NormedAlgebra ℚ 𝓐 := .restrictScalars ℚ ℂ 𝓐
  have e : star (-(I * (t : ℂ))) = -(I * ((-t : ℝ) : ℂ)) := by simp
  simp only [propagator]
  rw [NormedSpace.star_exp, star_smul, hH.star_eq, e]

variable [CompleteSpace 𝓐]

private lemma norm_prop {H : 𝓐} (hH : IsSelfAdjoint H) (t : ℝ) : ‖propagator H t‖ ≤ 1 :=
  norm_le_one (by rw [star_propagator hH, back_mul])

private lemma norm_split {A B : 𝓐} (hA : IsSelfAdjoint A) (hB : IsSelfAdjoint B) (t : ℝ) :
    ‖splitPropagator A B t‖ ≤ 1 := by
  have h := norm_sandwich (norm_prop hA t) (norm_prop hB t) 1
  rw [mul_one] at h
  exact h.trans (norm_le_one (by rw [star_one, one_mul]))

private lemma split_unitary {A B : 𝓐} (hA : IsSelfAdjoint A) (hB : IsSelfAdjoint B) (t : ℝ) :
    splitPropagator A B t * star (splitPropagator A B t) = 1 := by
  rw [splitPropagator, star_mul, star_propagator hA, star_propagator hB, mul_assoc,
    ← mul_assoc (propagator B t), mul_back, one_mul, mul_back]
```

## From the drift of B to the error bound

First comes ‖B − B_t‖ ≤ t‖[A,B]‖, by a mean-value inequality, and then the von Neumann equation for σ.

```lean
/-- For self-adjoint `A` and `t ≥ 0`, evolution under `A` moves an operator `B` by at most
`t ‖AB - BA‖`. -/
theorem norm_sub_evolve_le {A : 𝓐} (hA : IsSelfAdjoint A) (B : 𝓐) {t : ℝ} (ht : 0 ≤ t) :
    ‖B - evolve (propagator A t) B‖ ≤ t * ‖A * B - B * A‖ := by
  have hd : ∀ s : ℝ, HasDerivAt (fun s : ℝ => evolve (propagator A s) B)
      (evolve (propagator A s) ((-I) • (A * B - B * A))) s := by
    intro s
    simp only [evolve, star_propagator hA]
    exact (((deriv_fwd A s).mul_const B).fun_mul (deriv_back A s)).congr_deriv
      (drift_algebra (comm A s))
  have h := norm_image_sub_le_of_norm_deriv_le_segment' (a := 0) (b := t)
    (C := ‖A * B - B * A‖) (fun s _ => (hd s).hasDerivWithinAt)
    (fun s _ => (norm_evolve (norm_prop hA s) _).trans
      (by rw [norm_smul, norm_neg, Complex.norm_I, one_mul])) t (Set.right_mem_Icc.mpr ht)
  have h0 : evolve (propagator A 0) B = B := by
    rw [evolve, propagator_zero, star_one, one_mul, mul_one]
  simp only [h0, sub_zero] at h
  rw [norm_sub_rev]
  linarith

/-- For self-adjoint `A` and `B`, the split-operator density matrix obeys the von Neumann
equation with the Hamiltonian `splitHamiltonian A B t`. -/
theorem split_von_neumann {A B : 𝓐} (hA : IsSelfAdjoint A) (hB : IsSelfAdjoint B)
    (ρ : 𝓐) (t : ℝ) :
    HasDerivAt (fun s : ℝ => evolve (splitPropagator A B s) ρ)
      ((-I) • (splitHamiltonian A B t * evolve (splitPropagator A B t) ρ
        - evolve (splitPropagator A B t) ρ * splitHamiltonian A B t)) t := by
  simp only [splitHamiltonian, evolve, splitPropagator, star_mul, star_propagator hA,
    star_propagator hB]
  exact ((((deriv_fwd A t).fun_mul (deriv_fwd B t)).mul_const ρ).fun_mul
    ((deriv_back B t).fun_mul (deriv_back A t))).congr_deriv
    (split_algebra (back_mul A t) (comm A (-t)) (comm B (-t)))
```

Instead of integrating, Lean compares ‖D‖ with a function that starts at zero and grows at least as fast. The named argument `B` in that comparison is this bounding function, not the potential. The closing lines undo the change of frame.

```lean
private lemma error_of_nonneg {A B : 𝓐} (hA : IsSelfAdjoint A) (hB : IsSelfAdjoint B)
    (ρ : 𝓐) (μ : ℂ) {t : ℝ} (ht : 0 ≤ t) :
    ‖evolve (splitPropagator A B t) ρ - evolve (propagator (A + B) t) ρ‖
      ≤ t ^ 2 * (‖A * B - B * A‖ * ‖ρ - μ • (1 : 𝓐)‖) := by
  have hH := hA.add hB
  -- the error in the frame of the exact evolution
  have hd : ∀ s : ℝ, HasDerivAt (fun s : ℝ => propagator (A + B) (-s) *
      evolve (splitPropagator A B s) ρ * propagator (A + B) s - ρ)
      (I • (propagator (A + B) (-s) *
        ((B - evolve (propagator A s) B) * evolve (splitPropagator A B s) ρ
          - evolve (splitPropagator A B s) ρ * (B - evolve (propagator A s) B)) *
        propagator (A + B) s)) s := by
    intro s
    have hs := split_von_neumann hA hB ρ s
    rw [splitHamiltonian] at hs
    exact ((((deriv_back (A + B) s).fun_mul hs).fun_mul
      (deriv_fwd (A + B) s)).sub_const ρ).congr_deriv (frame_algebra (comm (A + B) (-s)))
  have hb : ∀ c s : ℝ, HasDerivAt (fun s : ℝ => s ^ 2 * c) (2 * s * c) s := fun c s =>
    ((hasDerivAt_pow 2 s).mul_const c).congr_deriv (by norm_num)
  have h := image_norm_le_of_norm_deriv_right_le_deriv_boundary (a := 0) (b := t)
    (B := fun s => s ^ 2 * (‖A * B - B * A‖ * ‖ρ - μ • (1 : 𝓐)‖))
    (B' := fun s => 2 * s * (‖A * B - B * A‖ * ‖ρ - μ • (1 : 𝓐)‖))
    (fun s _ => (hd s).continuousAt.continuousWithinAt)
    (fun s _ => (hd s).hasDerivWithinAt)
    (by simp [evolve, splitPropagator, propagator_zero])
    (hb _)
    (fun s hs => by
      have hk := norm_sub_evolve_le hA B hs.1
      have hσ := norm_shift (norm_split hA hB s) (split_unitary hA hB s) ρ μ
      have hs0 : 0 ≤ s := hs.1
      rw [norm_smul, Complex.norm_I, one_mul]
      refine (norm_sandwich (norm_prop hH _) (norm_prop hH _) _).trans
        ((norm_commutator _ _ μ).trans ?_)
      calc _ ≤ 2 * (s * ‖A * B - B * A‖) * ‖ρ - μ • (1 : 𝓐)‖ := by gcongr
        _ = _ := by ring)
    (Set.right_mem_Icc.mpr ht)
  refine le_trans ?_ h
  have hc : ∀ x, propagator (A + B) t * (propagator (A + B) (-t) * x) = x := fun x => by
    rw [← mul_assoc, mul_back, one_mul]
  have e : evolve (splitPropagator A B t) ρ - evolve (propagator (A + B) t) ρ =
      propagator (A + B) t * (propagator (A + B) (-t) * evolve (splitPropagator A B t) ρ *
        propagator (A + B) t - ρ) * propagator (A + B) (-t) := by
    rw [evolve.eq_def (propagator (A + B) t), star_propagator hH]
    generalize evolve (splitPropagator A B t) ρ = σ
    simp only [mul_sub, sub_mul, mul_assoc, hc, mul_back, mul_one]
  rw [e]
  exact norm_sandwich (norm_prop hH _) (norm_prop hH _) _
```

The general bound holds for every operator `ρ`, every complex `μ` and every real `t`; the sign reversal handles `t ≤ 0`.

```lean
/-- For self-adjoint `A` and `B`, the split and exact evolutions of `ρ` differ in norm by at most
`t² ‖AB - BA‖ ‖ρ - μ‖`, for every operator `ρ` and every complex number `μ`. -/
theorem split_error_le {A B : 𝓐} (hA : IsSelfAdjoint A) (hB : IsSelfAdjoint B)
    (ρ : 𝓐) (μ : ℂ) (t : ℝ) :
    ‖evolve (splitPropagator A B t) ρ - evolve (propagator (A + B) t) ρ‖
      ≤ t ^ 2 * (‖A * B - B * A‖ * ‖ρ - μ • (1 : 𝓐)‖) := by
  rcases le_total 0 t with ht | ht
  · exact error_of_nonneg hA hB ρ μ ht
  · -- reversing time is the same as reversing both Hamiltonians
    have h := error_of_nonneg hA.neg hB.neg ρ μ (neg_nonneg.mpr ht)
    have e : -A + -B = -(A + B) := by abel
    simpa only [splitPropagator, e, propagator_neg, neg_neg, neg_mul_neg, neg_sq] using h
```

For a projector, `hS` is the bound on 2P − 1, and `μ` is set to 1/2.

```lean
/-- For self-adjoint `A` and `B` and an orthogonal projector `P`, the split and exact evolutions of
`P` differ in norm by at most `t² ‖AB - BA‖ / 2`. -/
theorem projector_split_error_le {A B P : 𝓐} (hA : IsSelfAdjoint A) (hB : IsSelfAdjoint B)
    (hP : IsSelfAdjoint P) (hPP : P * P = P) (t : ℝ) :
    ‖evolve (splitPropagator A B t) P - evolve (propagator (A + B) t) P‖
      ≤ t ^ 2 / 2 * ‖A * B - B * A‖ := by
  -- the reflection 2P - 1 is unitary, so P lies within 1/2 of half the identity
  have hS : ‖P + P - 1‖ ≤ 1 := by
    apply norm_le_one
    rw [star_sub, star_add, hP.star_eq, star_one]
    simp only [mul_sub, sub_mul, mul_add, add_mul, mul_one, one_mul, hPP]
    abel
  have e : P - (1 / 2 : ℂ) • (1 : 𝓐) = (1 / 2 : ℂ) • (P + P - 1) := by module
  have hn : ‖P - (1 / 2 : ℂ) • (1 : 𝓐)‖ ≤ 1 / 2 := by
    have h2 : ‖(1 / 2 : ℂ)‖ = 1 / 2 := by norm_num
    rw [e, norm_smul, h2]
    linarith
  calc _ ≤ t ^ 2 * (‖A * B - B * A‖ * ‖P - (1 / 2 : ℂ) • (1 : 𝓐)‖) :=
        split_error_le hA hB P (1 / 2) t
    _ ≤ t ^ 2 * (‖A * B - B * A‖ * (1 / 2)) := by gcongr
    _ = _ := by ring
```

## Finite matrices

In a finite orthonormal basis or on a grid, `Matrix n n ℂ` carries the l2 operator norm, the largest singular value. `hP` and `hPP` say that `P` is an orthogonal projector, so that each of its eigenvectors, the natural orbitals, is either filled or empty; the trace, which counts electrons, is left free.

```lean
open scoped Matrix.Norms.L2Operator in
/-- For Hermitian matrices `A` and `B` and a Hermitian idempotent density matrix `P`, the split and
exact evolutions of `P` differ by at most `t² ‖AB - BA‖ / 2` in operator norm. -/
theorem density_matrix_split_error_le {n : Type*} [Fintype n] [DecidableEq n]
    {A B P : Matrix n n ℂ} (hA : A.IsHermitian) (hB : B.IsHermitian)
    (hP : P.IsHermitian) (hPP : P * P = P) (t : ℝ) :
    ‖evolve (splitPropagator A B t) P - evolve (propagator (A + B) t) P‖
      ≤ t ^ 2 / 2 * ‖A * B - B * A‖ := by
  have : CompleteSpace (Matrix n n ℂ) := FiniteDimensional.complete ℂ _
  exact projector_split_error_le (show IsSelfAdjoint A from hA) (show IsSelfAdjoint B from hB)
    (show IsSelfAdjoint P from hP) hPP t
```

The passage to the continuum, where the kinetic energy is unbounded, is not covered by these hypotheses.

Two Pauli matrices and the projector on a basis state give a non-commuting example that meets the assumptions.

```lean
/-- The Pauli matrices `σx` and `σz` are Hermitian and do not commute, and the projector on the
first basis state is Hermitian and idempotent. -/
theorem density_matrix_split_error_witness :
    (!![0, 1; 1, 0] : Matrix (Fin 2) (Fin 2) ℂ).IsHermitian ∧
    (!![1, 0; 0, -1] : Matrix (Fin 2) (Fin 2) ℂ).IsHermitian ∧
    (!![1, 0; 0, 0] : Matrix (Fin 2) (Fin 2) ℂ).IsHermitian ∧
    (!![1, 0; 0, 0] * !![1, 0; 0, 0] : Matrix (Fin 2) (Fin 2) ℂ) = !![1, 0; 0, 0] ∧
    (!![0, 1; 1, 0] * !![1, 0; 0, -1] : Matrix (Fin 2) (Fin 2) ℂ) ≠
      !![1, 0; 0, -1] * !![0, 1; 1, 0] := by
  refine ⟨?_, ?_, ?_, ?_, ?_⟩
  · ext i j; fin_cases i <;> fin_cases j <;> simp
  · ext i j; fin_cases i <;> fin_cases j <;> simp
  · ext i j; fin_cases i <;> fin_cases j <;> simp
  · ext i j; fin_cases i <;> fin_cases j <;> simp [Matrix.mul_apply, Fin.sum_univ_succ]
  · intro h
    have h01 := congrFun (congrFun h 0) 1
    norm_num [Matrix.mul_apply, Fin.sum_univ_succ] at h01

end

end SplitOperatorDensity
```

```lean
#print axioms SplitOperatorDensity.projector_split_error_le
#print axioms SplitOperatorDensity.density_matrix_split_error_le
```

```
'SplitOperatorDensity.projector_split_error_le' depends on axioms: [propext, Classical.choice, Quot.sound]
'SplitOperatorDensity.density_matrix_split_error_le' depends on axioms: [propext, Classical.choice, Quot.sound]
```
